# Two invariants of the Runge–Lenz algebra at negative, zero and positive energy

If the Runge–Lenz vector \(A\) of a Coulomb problem is divided by \(\sqrt{-2E}\) before its invariants are sought, the argument fails at energy \(E=0\), where the factor is singular, and needs imaginary factors for \(E>0\). With \(A\) left undivided, and in atomic units, the commutation relations of \(A\), the angular momentum \(L\) and an element \(h\) in the role of the Hamiltonian are enough to show that \(L\cdot A\) and \(A^2-2hL^2\) commute with every component of \(L\) and \(A\).

```lean
import Mathlib

open Complex (I)
open scoped Kronecker

namespace HydrogenCasimirs

noncomputable section

variable {R : Type*} [Ring R] [Algebra ℂ R]

/-- The Levi-Civita symbol on three indices (index addition is modulo 3). -/
def eps (i j k : Fin 3) : ℂ :=
  if j = i + 1 ∧ k = i + 2 then 1 else if j = i + 2 ∧ k = i + 1 then -1 else 0

/-- The scalar product of two triples of operators, in the given order. -/
def opDot (X Y : Fin 3 → R) : R := ∑ i, X i * Y i

/-- `X` is a vector operator with respect to `L`: `[Li, Xj] = i eps_ijk Xk`. -/
def IsVector (L X : Fin 3 → R) : Prop :=
  ∀ i j, L i * X j - X j * L i = ∑ k, (I * eps i j k) • X k

/-- The commutation relations of angular momentum `L` and Runge-Lenz vector `A`,
with `h` in the role of the Hamiltonian. -/
structure IsRungeLenz (L A : Fin 3 → R) (h : R) : Prop where
  rot_L : IsVector L L
  rot_A : IsVector L A
  runge : ∀ i j, A i * A j - A j * A i = ∑ k, (-2 * I * eps i j k) • (h * L k)
  h_L : ∀ i, Commute h (L i)
  h_A : ∀ i, Commute h (A i)

/-- The quadratic expression `A² - 2h L²`. -/
def rungeCasimir (L A : Fin 3 → R) (h : R) : R :=
  opDot A A - (2 : ℂ) • (h * opDot L L)

private theorem fin3 : ∀ j : Fin 3, j = 0 ∨ j = 1 ∨ j = 2 := by decide

omit [Algebra ℂ R] in
/-- The Leibniz rule for the commutator of a scalar product with an operator. -/
theorem opDot_commutator (X Y : Fin 3 → R) (Z : R) :
    opDot X Y * Z - Z * opDot X Y =
      ∑ i, ((X i * Z - Z * X i) * Y i + X i * (Y i * Z - Z * Y i)) := by
  simp only [opDot, Fin.sum_univ_three]
  noncomm_ring

/-- The scalar product of two vector operators commutes with the angular momentum. -/
theorem opDot_commute_L {L X Y : Fin 3 → R} (hX : IsVector L X) (hY : IsVector L Y)
    (i : Fin 3) : Commute (opDot X Y) (L i) := by
  unfold IsVector at hX hY
  have hX' : ∀ j, X j * L i - L i * X j = -∑ k, (I * eps i j k) • X k := by
    intro j
    rw [← hX i j, neg_sub]
  have hY' : ∀ j, Y j * L i - L i * Y j = -∑ k, (I * eps i j k) • Y k := by
    intro j
    rw [← hY i j, neg_sub]
  change opDot X Y * L i = L i * opDot X Y
  rw [← sub_eq_zero, opDot_commutator]
  simp only [hX', hY']
  -- the rotations of the two factors cancel
  rcases fin3 i with rfl | rfl | rfl <;> simp [eps, Fin.sum_univ_three]

/-- The commutator of two Runge-Lenz components is `-2h` times that of the
corresponding angular momentum components. -/
theorem IsRungeLenz.runge_eq {L A : Fin 3 → R} {h : R} (K : IsRungeLenz L A h)
    (i j : Fin 3) :
    A i * A j - A j * A i = (-2 : ℂ) • (h * (L i * L j) - h * (L j * L i)) := by
  have hLL := K.rot_L
  unfold IsVector at hLL
  rw [K.runge, ← mul_sub, hLL i j, Finset.mul_sum, Finset.smul_sum]
  refine Finset.sum_congr rfl fun k _ => ?_
  rw [mul_smul_comm, smul_smul]
  congr 1
  ring

/-- `L·A` commutes with every component of the Runge-Lenz vector. -/
theorem IsRungeLenz.dot_commute_A {L A : Fin 3 → R} {h : R} (K : IsRungeLenz L A h)
    (j : Fin 3) : Commute (opDot L A) (A j) := by
  have hLA := K.rot_A
  unfold IsVector at hLA
  have hm : ∀ i k, L i * (h * L k) = h * (L i * L k) := by
    intro i k
    rw [← mul_assoc, ← (K.h_L i).eq, mul_assoc]
  change opDot L A * A j = A j * opDot L A
  rw [← sub_eq_zero, opDot_commutator]
  simp only [hLA, K.runge]
  -- what remains is one commutator of A plus 2h times one commutator of L
  rcases fin3 j with rfl | rfl | rfl <;> simp [eps, Fin.sum_univ_three, hm]
  · linear_combination (norm := module) I • K.runge_eq 1 2
  · linear_combination (norm := module) I • K.runge_eq 2 0
  · linear_combination (norm := module) I • K.runge_eq 0 1

/-- `A² - 2h L²` commutes with every component of the Runge-Lenz vector. -/
theorem IsRungeLenz.casimir_commute_A {L A : Fin 3 → R} {h : R} (K : IsRungeLenz L A h)
    (j : Fin 3) : Commute (rungeCasimir L A h) (A j) := by
  have hLA := K.rot_A
  unfold IsVector at hLA
  have hm : ∀ i x, A i * (h * x) = h * (A i * x) := by
    intro i x
    rw [← mul_assoc, ← (K.h_A i).eq, mul_assoc]
  -- [A², Aj] = 2h [L², Aj]
  have key : opDot A A * A j - A j * opDot A A =
      (2 : ℂ) • (h * (opDot L L * A j - A j * opDot L L)) := by
    rw [opDot_commutator, opDot_commutator]
    simp only [hLA, K.runge]
    rcases fin3 j with rfl | rfl | rfl <;>
      simp [eps, Fin.sum_univ_three, hm, mul_add, mul_assoc] <;> module
  rw [mul_sub] at key
  change (opDot A A - (2 : ℂ) • (h * opDot L L)) * A j =
    A j * (opDot A A - (2 : ℂ) • (h * opDot L L))
  rw [sub_mul, mul_sub, smul_mul_assoc, mul_smul_comm, hm, mul_assoc h]
  linear_combination (norm := module) key

/-- Both `L·A` and `A² - 2h L²` commute with all components of the angular momentum
and of the Runge-Lenz vector. -/
theorem casimirs_commute {L A : Fin 3 → R} {h : R} (K : IsRungeLenz L A h) (i : Fin 3) :
    (Commute (opDot L A) (L i) ∧ Commute (opDot L A) (A i)) ∧
      (Commute (rungeCasimir L A h) (L i) ∧ Commute (rungeCasimir L A h) (A i)) := by
  refine ⟨⟨opDot_commute_L K.rot_L K.rot_A i, K.dot_commute_A i⟩, ?_, K.casimir_commute_A i⟩
  exact (opDot_commute_L K.rot_A K.rot_A i).sub_left
    (((K.h_L i).mul_left (opDot_commute_L K.rot_L K.rot_L i)).smul_left (2 : ℂ))

/-- At a real energy `E`, the commutator of Runge-Lenz components rescaled by a real
factor `c` is `-2c²E` times `i eps_ijk Lk`. -/
theorem scaled_commutator {L A : Fin 3 → R} {E : ℝ}
    (K : IsRungeLenz L A ((E : ℂ) • (1 : R))) (c : ℝ) (i j : Fin 3) :
    ((c : ℂ) • A i) * ((c : ℂ) • A j) - ((c : ℂ) • A j) * ((c : ℂ) • A i) =
      ((-2 * c ^ 2 * E : ℝ) : ℂ) • ∑ k, (I * eps i j k) • L k := by
  have e : ((c : ℂ) • A i) * ((c : ℂ) • A j) - ((c : ℂ) • A j) * ((c : ℂ) • A i) =
      ((c : ℂ) * c) • (A i * A j - A j * A i) := by
    simp only [smul_mul_assoc, mul_smul_comm, smul_smul, smul_sub]
  rw [e, K.runge, Finset.smul_sum, Finset.smul_sum]
  refine Finset.sum_congr rfl fun k _ => ?_
  rw [smul_mul_assoc, one_mul, smul_smul, smul_smul, smul_smul]
  congr 1
  push_cast
  ring

/-- The three energy regimes: the rescaled Runge-Lenz vector obeys the so(4) relation for `E < 0`
and the so(3,1) relation for `E > 0`; for `E = 0` the components of the unscaled vector commute, as
in e(3). -/
theorem energy_regimes {L A : Fin 3 → R} {E : ℝ}
    (K : IsRungeLenz L A ((E : ℂ) • (1 : R))) (i j : Fin 3) :
    (E < 0 → ∀ c : ℝ, c = 1 / √(-2 * E) →
      ((c : ℂ) • A i) * ((c : ℂ) • A j) - ((c : ℂ) • A j) * ((c : ℂ) • A i) =
        ∑ k, (I * eps i j k) • L k) ∧
    (E = 0 → Commute (A i) (A j)) ∧
    (0 < E → ∀ c : ℝ, c = 1 / √(2 * E) →
      ((c : ℂ) • A i) * ((c : ℂ) • A j) - ((c : ℂ) • A j) * ((c : ℂ) • A i) =
        -∑ k, (I * eps i j k) • L k) := by
  refine ⟨fun hE c hc => ?_, fun hE => ?_, fun hE c hc => ?_⟩
  · have h0 : E ≠ 0 := hE.ne
    have h1 : -2 * c ^ 2 * E = 1 := by
      rw [hc, div_pow, Real.sq_sqrt (by linarith)]
      field_simp
    rw [scaled_commutator K, h1, Complex.ofReal_one, one_smul]
  · change A i * A j = A j * A i
    rw [← sub_eq_zero, K.runge]
    simp [hE]
  · have h0 : E ≠ 0 := hE.ne'
    have h1 : -2 * c ^ 2 * E = -1 := by
      rw [hc, div_pow, Real.sq_sqrt (by linarith)]
      field_simp
    rw [scaled_commutator K, h1, Complex.ofReal_neg, Complex.ofReal_one, neg_smul, one_smul]

/-- The spin-1/2 matrices. -/
def spinHalf : Fin 3 → Matrix (Fin 2) (Fin 2) ℂ :=
  ![!![0, 1 / 2; 1 / 2, 0], !![0, -I / 2; I / 2, 0], !![1 / 2, 0; 0, -1 / 2]]

/-- A two-by-two matrix whose square is `-2E`. -/
def rootMatrix (E : ℝ) : Matrix (Fin 2) (Fin 2) ℂ := !![0, 1; -2 * (E : ℂ), 0]

private theorem spin_comm (i j : Fin 3) :
    spinHalf i * spinHalf j - spinHalf j * spinHalf i =
      ∑ k, (I * eps i j k) • spinHalf k := by
  rcases fin3 i with rfl | rfl | rfl <;> rcases fin3 j with rfl | rfl | rfl <;>
    ext a b <;> fin_cases a <;> fin_cases b <;>
    simp [spinHalf, eps] <;>
    (try ring_nf) <;> (try simp only [Complex.I_sq]) <;> (try norm_num)

private theorem kron_comm (i j : Fin 3) (X Y : Matrix (Fin 2) (Fin 2) ℂ)
    (hXY : X * Y = Y * X) :
    (spinHalf i ⊗ₖ X) * (spinHalf j ⊗ₖ Y) - (spinHalf j ⊗ₖ Y) * (spinHalf i ⊗ₖ X) =
      ∑ k, (I * eps i j k) • (spinHalf k ⊗ₖ (X * Y)) := by
  rw [← Matrix.mul_kronecker_mul, ← Matrix.mul_kronecker_mul, ← hXY]
  ext ⟨a, b⟩ ⟨c, d⟩
  have h := congrFun (congrFun (spin_comm i j) a) c
  simp only [Fin.sum_univ_three, Matrix.sub_apply, Matrix.add_apply, Matrix.smul_apply,
    Matrix.kroneckerMap_apply, smul_eq_mul] at h ⊢
  linear_combination (X * Y) b d * h

/-- For every real energy `E`, explicit four-by-four matrices built from spin-1/2
satisfy the relations of angular momentum and Runge-Lenz vector. -/
theorem isRungeLenz_witness (E : ℝ) :
    IsRungeLenz (fun i => spinHalf i ⊗ₖ (1 : Matrix (Fin 2) (Fin 2) ℂ))
      (fun i => spinHalf i ⊗ₖ rootMatrix E) ((E : ℂ) • 1) where
  rot_L := by
    intro i j
    have h := kron_comm i j 1 1 rfl
    simp only [one_mul] at h
    simpa only [one_mul] using h
  rot_A := by
    intro i j
    have h := kron_comm i j 1 (rootMatrix E) (by rw [one_mul, mul_one])
    simp only [one_mul] at h
    exact h
  runge := by
    intro i j
    have hN : rootMatrix E * rootMatrix E = (-2 * (E : ℂ)) • 1 := by
      ext a b
      fin_cases a <;> fin_cases b <;> simp [rootMatrix, Matrix.mul_apply, Fin.sum_univ_two]
    refine (kron_comm i j _ _ rfl).trans (Finset.sum_congr rfl fun k _ => ?_)
    rw [hN, Matrix.kronecker_smul, smul_mul_assoc, one_mul, smul_smul, smul_smul]
    congr 1
    ring
  h_L := fun i => (Commute.one_left _).smul_left _
  h_A := fun i => (Commute.one_left _).smul_left _

end

end HydrogenCasimirs
```

```lean
#print axioms HydrogenCasimirs.casimirs_commute
-- 'HydrogenCasimirs.casimirs_commute' depends on axioms: [propext, Classical.choice, Quot.sound]
#print axioms HydrogenCasimirs.energy_regimes
-- 'HydrogenCasimirs.energy_regimes' depends on axioms: [propext, Classical.choice, Quot.sound]
```

## The relations and the two invariants

The operators live in `R`, a ring that is also an algebra over the complex numbers; its multiplication need not be commutative. The triples \(L\) and \(A\) are functions `Fin 3 → R`, so their components are numbered 0, 1, 2. The symbol \(\epsilon_{ijk}\) is `eps i j k`, with \(\epsilon_{012}=1\), and \([X,Y]=XY-YX\). The structure `IsRungeLenz L A h` collects the hypotheses:

\[
[L_i,L_j]=i\sum_k\epsilon_{ijk}L_k,\qquad
[L_i,A_j]=i\sum_k\epsilon_{ijk}A_k,
\]
\[
[A_i,A_j]=-2i\,h\sum_k\epsilon_{ijk}L_k,\qquad
[h,L_i]=[h,A_i]=0 .
\]

A factor \(i\) in front of a sum is the imaginary unit, `I` in the code; as a subscript it is an index. The first two relations are both instances of `IsVector`, which says that a triple rotates as a vector under \(L\).

The scalar product `opDot X Y` is \(X\cdot Y=\sum_i X_iY_i\), with the factors in that order, and `rungeCasimir L A h` is \(A^2-2hL^2\). The main theorem, `casimirs_commute`, states for each \(i\) that both \(L\cdot A\) and \(A^2-2hL^2\) commute with \(L_i\) and with \(A_i\). It needs neither an inverse nor a square root of \(h\), and \(h\) may be an operator.

The theorem `energy_regimes` takes \(h=E\cdot 1\) with \(E\) real. For \(E<0\) the vector \(A/\sqrt{-2E}\) satisfies the so(4) commutator, for \(E>0\) the vector \(A/\sqrt{2E}\) satisfies the so(3,1) commutator, which has the opposite sign, and for \(E=0\) the components of \(A\) commute, as in e(3). These are statements about relations between operators. They do not say that the operators are linearly independent, nor that the two invariants generate all others.

## What the relations stand for in hydrogen

In atomic units the hydrogen Hamiltonian is \(H=p^2/2-1/r\), and the Runge–Lenz vector is
\[
A=\tfrac12(p\times L-L\times p)-\frac{\mathbf r}{r}.
\]
The factor \(-2h\) belongs to this normalisation. That \(h\) commutes with \(L\) and \(A\) expresses the conservation of both vectors.

The file assumes these relations and does not derive them from the Coulomb potential. It also contains no Hilbert space and no adjoint. Since the hydrogen operators are unbounded, applying the theorem to them requires a common domain that they all map into itself; a bound-state eigenspace, which has finite dimension, is the simplest choice.

In a many-electron atom, electron repulsion destroys the conservation of \(A\) for the individual electrons. In hydrogen the two invariants have the values \(L\cdot A=0\) and \(A^2-2HL^2=1+2H\), so the first is the same on every level and the second is fixed by the energy. These values come from the explicit Coulomb operators and do not follow from the relations above.

The element \(h\) could also have been required to commute with all of `R`. That would replace two hypotheses by one, but it would exclude an algebra that also contains position and momentum, with which the Coulomb Hamiltonian does not commute.

## Why the commutators vanish

Everything starts from the Leibniz rule, `opDot_commutator`:
\[
[X\cdot Y,Z]=\sum_i\bigl([X_i,Z]\,Y_i+X_i\,[Y_i,Z]\bigr).
\]
Lean writes out the three components and compares both sides with `noncomm_ring`.

**Rotations.** Let \(X\) and \(Y\) be vector operators. Reversing the defining commutator gives \([X_j,L_i]=-i\sum_k\epsilon_{ijk}X_k\), and likewise for \(Y\). Hence
\[
[X\cdot Y,L_i]=-i\sum_{j,k}\epsilon_{ijk}\,(X_kY_j+X_jY_k)=0,
\]
because the bracket is symmetric in \(j\) and \(k\) while \(\epsilon_{ijk}\) is antisymmetric. This is `opDot_commute_L`, where `hX'` and `hY'` are the reversed commutators and the cancellation is checked for each value of \(i\). It applies to \(L\cdot A\), \(A^2\) and \(L^2\) alike. Since \(h\) commutes with \(L_i\), the combination \(A^2-2hL^2\) commutes with \(L_i\) too.

**The product \(L\cdot A\) with \(A_j\).** The Leibniz rule and the assumed relations give
\[
[L\cdot A,A_j]=i\sum_{i,k}\epsilon_{ijk}A_kA_i-2i\,h\sum_{i,k}\epsilon_{ijk}L_iL_k ,
\]
where \(h\) has been moved to the left past \(L_i\). Only two terms of each sum survive. With indices counted modulo 3, they combine to
\[
[L\cdot A,A_j]=i\bigl([A_{j+1},A_{j+2}]+2h\,[L_{j+1},L_{j+2}]\bigr).
\]
The relations for \([A_i,A_j]\) and \([L_i,L_j]\) together say \([A_i,A_j]=-2h[L_i,L_j]\), so the two contributions cancel.

In Lean, that last identity is `runge_eq`. In `dot_commute_A`, the auxiliary statement `hm` moves \(h\) past \(L_i\), and the three `linear_combination` lines insert `runge_eq` for the index pairs (1,2), (2,0) and (0,1), one for each \(j\).

**The second invariant with \(A_j\).** For the square of \(A\),
\[
[A^2,A_j]=-2i\,h\sum_{i,k}\epsilon_{ijk}(L_kA_i+A_iL_k).
\]
For the square of \(L\),
\[
[L^2,A_j]=i\sum_{i,k}\epsilon_{ijk}(A_kL_i+L_iA_k)
=-i\sum_{i,k}\epsilon_{ijk}(A_iL_k+L_kA_i),
\]
where the last step exchanges the names \(i\) and \(k\). Comparison gives \([A^2,A_j]=2h[L^2,A_j]\), which is the statement `key` in `casimir_commute_A`. As \(h\) commutes with \(A_j\),
\[
[A^2-2hL^2,A_j]=[A^2,A_j]-2h[L^2,A_j]=0 .
\]
The theorem `casimirs_commute` then collects the four results.

**Rescaling.** For \(h=E\cdot 1\) and a real factor \(c\), bilinearity gives
\[
[cA_i,cA_j]=-2c^2E\; i\sum_k\epsilon_{ijk}L_k ,
\]
which is `scaled_commutator`. The prefactor \(-2c^2E\) equals \(1\) for \(c=1/\sqrt{-2E}\) with \(E<0\), and \(-1\) for \(c=1/\sqrt{2E}\) with \(E>0\). These are the two computations named `h1` in `energy_regimes`. At \(E=0\) the unscaled commutator is already zero.

## Four-by-four matrices at every real energy

The theorem `isRungeLenz_witness` shows that the hypotheses are satisfiable for each real \(E\). Let \(s_i\) be the spin-1/2 matrices, `spinHalf`, and let \(N\) be `rootMatrix E`, for which \(N^2=-2E\cdot 1\). Put \(L_i=s_i\otimes 1\) and \(A_i=s_i\otimes N\). Then
\[
[A_i,A_j]=[s_i,s_j]\otimes N^2=-2E\,i\sum_k\epsilon_{ijk}L_k .
\]
The proof checks the spin commutators entry by entry in `spin_comm` and carries them over to the tensor products in `kron_comm`. The upper right entry of \(N\) is 1 for every \(E\), so \(A\) is nonzero even at \(E=0\).

Take \(E=-1/8\), the energy of the hydrogen level with principal quantum number 2. Then
\[
N=\begin{pmatrix}0&1\\ 1/4&0\end{pmatrix},\qquad N^2=\tfrac14\cdot 1 .
\]
Since \(s_0^2+s_1^2+s_2^2=\tfrac34\cdot 1\), the invariants are
\[
L\cdot A=\tfrac34\,(1\otimes N),\qquad
A^2-2EL^2=\tfrac34\cdot\tfrac14+\tfrac14\cdot\tfrac34=\tfrac38 ,
\]
the second being a multiple of the identity. The first commutes with each \(L_i\), and its product with \(A_i\) is \(\tfrac{3}{16}\,(s_i\otimes 1)\) in either order. The rescaling factor is \(c=1/\sqrt{1/4}=2\), and indeed \([2A_0,2A_1]=4\cdot\tfrac14\,iL_2=iL_2\).

These matrices satisfy the relations without describing the hydrogen level itself: \(L\cdot A\) is not zero, and \(A\) is not Hermitian at this energy.
